# Planar angular momentum of two independent bosonic modes as the difference of circular number operators

To sort the states within a degenerate level of a two-dimensional isotropic oscillator by angular momentum, one trades the Cartesian annihilators $a_1, a_2$ for the circular ones $a_\pm = (a_1 \mp i a_2)/\sqrt2$ and then counts quanta. The file below proves the operator identities behind that step for two modes with canonical commutation relations: the circular modes obey the same relations, the angular momentum in units of $\hbar$ is the number of $+$ quanta minus the number of $-$ quanta, and the total number of quanta is unchanged.

```lean
import Mathlib

open Complex (I)
open MvPolynomial

namespace CircularModes

noncomputable section

variable {A : Type*} [Ring A] [Algebra ℂ A]

/-- The operators of mode 1 (annihilator `a₁`, creator `b₁`) commute with those of
mode 2 (annihilator `a₂`, creator `b₂`). -/
structure CrossCommute (a₁ b₁ a₂ b₂ : A) : Prop where
  aa : a₁ * a₂ = a₂ * a₁
  bb : b₁ * b₂ = b₂ * b₁
  ab : a₁ * b₂ = b₂ * a₁
  ba : a₂ * b₁ = b₁ * a₂

/-- Two independent bosonic modes: `[a₁, b₁] = [a₂, b₂] = 1` and operators of different
modes commute. -/
structure Independent (a₁ b₁ a₂ b₂ : A) : Prop where
  cross : CrossCommute a₁ b₁ a₂ b₂
  ccr₁ : a₁ * b₁ - b₁ * a₁ = 1
  ccr₂ : a₂ * b₂ - b₂ * a₂ = 1

/-- The normalisation `1/√2`. -/
def invSqrt2 : ℂ := ((Real.sqrt 2 : ℝ) : ℂ)⁻¹

/-- Position quadrature `x = (a + b)/√2` of a mode with annihilator `a` and creator `b`. -/
def xQuad (a b : A) : A := invSqrt2 • (a + b)

/-- Momentum quadrature `p = i (b - a)/√2` of a mode with annihilator `a` and creator `b`. -/
def pQuad (a b : A) : A := invSqrt2 • (I • (b - a))

/-- Number operator `N = b a` of a mode with annihilator `a` and creator `b`. -/
def number (a b : A) : A := b * a

/-- Angular momentum `L = x₁ p₂ - x₂ p₁` of two modes. -/
def angMom (a₁ b₁ a₂ b₂ : A) : A :=
  xQuad a₁ b₁ * pQuad a₂ b₂ - xQuad a₂ b₂ * pQuad a₁ b₁

/-- Circular annihilator `a₊ = (a₁ - i a₂)/√2`. -/
def aPlus (a₁ a₂ : A) : A := invSqrt2 • (a₁ - I • a₂)

/-- Circular annihilator `a₋ = (a₁ + i a₂)/√2`. -/
def aMinus (a₁ a₂ : A) : A := invSqrt2 • (a₁ + I • a₂)

/-- Circular creator `b₊ = (b₁ + i b₂)/√2`. -/
def bPlus (b₁ b₂ : A) : A := invSqrt2 • (b₁ + I • b₂)

/-- Circular creator `b₋ = (b₁ - i b₂)/√2`. -/
def bMinus (b₁ b₂ : A) : A := invSqrt2 • (b₁ - I • b₂)

/-- The product of two operators each scaled by `1/√2` is half their product. -/
theorem invSqrt2_mul (u v : A) :
    (invSqrt2 • u) * (invSqrt2 • v) = (1 / 2 : ℂ) • (u * v) := by
  have hs : invSqrt2 * invSqrt2 = 1 / 2 := by
    unfold invSqrt2
    rw [← mul_inv, ← Complex.ofReal_mul, Real.mul_self_sqrt (by norm_num)]
    norm_num
  rw [smul_mul_assoc, mul_smul_comm, smul_smul, hs]

/-- Scaling an operator by `i` twice reverses its sign. -/
theorem I_smul_I_smul (u : A) : I • I • u = -u := by
  rw [smul_smul, Complex.I_mul_I, neg_one_smul]

/-- If `[a, b] = 1`, the quadratures obey `[x, p] = i`. -/
theorem quadrature_ccr (a b : A) (h : a * b - b * a = 1) :
    xQuad a b * pQuad a b - pQuad a b * xQuad a b = I • (1 : A) := by
  have e : a * b = b * a + 1 := sub_eq_iff_eq_add'.mp h
  simp only [xQuad, pQuad, invSqrt2_mul]
  simp only [mul_add, add_mul, mul_sub, sub_mul, smul_mul_assoc, mul_smul_comm,
    smul_add, smul_sub, e]
  module

/-- `N₁ + N₂ = N₊ + N₋` for arbitrary operators `a₁, b₁, a₂, b₂`. -/
theorem number_sum (a₁ b₁ a₂ b₂ : A) :
    number a₁ b₁ + number a₂ b₂ =
      number (aPlus a₁ a₂) (bPlus b₁ b₂) + number (aMinus a₁ a₂) (bMinus b₁ b₂) := by
  simp only [number, aPlus, bPlus, aMinus, bMinus, invSqrt2_mul]
  simp only [mul_add, add_mul, mul_sub, sub_mul, smul_mul_assoc, mul_smul_comm,
    smul_add, smul_sub, I_smul_I_smul]
  module

/-- If operators of different modes commute, `L = i (b₂ a₁ - b₁ a₂)` and `L = N₊ - N₋`. -/
theorem angMom_eq {a₁ b₁ a₂ b₂ : A} (h : CrossCommute a₁ b₁ a₂ b₂) :
    angMom a₁ b₁ a₂ b₂ = I • (b₂ * a₁ - b₁ * a₂) ∧
    angMom a₁ b₁ a₂ b₂ =
      number (aPlus a₁ a₂) (bPlus b₁ b₂) - number (aMinus a₁ a₂) (bMinus b₁ b₂) := by
  obtain ⟨haa, hbb, hab, hba⟩ := h
  -- the terms `a a` and `b b` cancel, the mixed terms add up
  have hL : angMom a₁ b₁ a₂ b₂ = I • (b₂ * a₁ - b₁ * a₂) := by
    simp only [angMom, xQuad, pQuad, invSqrt2_mul]
    simp only [add_mul, mul_sub, mul_smul_comm, smul_add, smul_sub, haa, hbb, hab, hba]
    module
  refine ⟨hL, ?_⟩
  -- in `N₊ - N₋` the diagonal terms cancel
  rw [hL]
  simp only [number, aPlus, bPlus, aMinus, bMinus, invSqrt2_mul]
  simp only [mul_add, add_mul, mul_sub, sub_mul, smul_mul_assoc, mul_smul_comm,
    smul_add, smul_sub, I_smul_I_smul]
  module

/-- The circular modes built from two independent modes are independent modes. -/
theorem circular_independent {a₁ b₁ a₂ b₂ : A} (h : Independent a₁ b₁ a₂ b₂) :
    Independent (aPlus a₁ a₂) (bPlus b₁ b₂) (aMinus a₁ a₂) (bMinus b₁ b₂) := by
  obtain ⟨⟨haa, hbb, hab, hba⟩, h₁, h₂⟩ := h
  have e₁ : a₁ * b₁ = b₁ * a₁ + 1 := sub_eq_iff_eq_add'.mp h₁
  have e₂ : a₂ * b₂ = b₂ * a₂ + 1 := sub_eq_iff_eq_add'.mp h₂
  -- expand each relation and bring every product into normal order
  refine ⟨⟨?_, ?_, ?_, ?_⟩, ?_, ?_⟩ <;>
    simp only [aPlus, bPlus, aMinus, bMinus, invSqrt2_mul] <;>
    simp only [mul_add, add_mul, mul_sub, sub_mul, smul_mul_assoc, mul_smul_comm,
      smul_add, smul_sub, I_smul_I_smul, haa, hbb, hab, hba, e₁, e₂] <;>
    module

/-- For two independent modes, the circular modes are independent, `L = N₊ - N₋`,
and `N₁ + N₂ = N₊ + N₋`. -/
theorem circular_decomposition {a₁ b₁ a₂ b₂ : A} (h : Independent a₁ b₁ a₂ b₂) :
    Independent (aPlus a₁ a₂) (bPlus b₁ b₂) (aMinus a₁ a₂) (bMinus b₁ b₂) ∧
    angMom a₁ b₁ a₂ b₂ =
      number (aPlus a₁ a₂) (bPlus b₁ b₂) - number (aMinus a₁ a₂) (bMinus b₁ b₂) ∧
    number a₁ b₁ + number a₂ b₂ =
      number (aPlus a₁ a₂) (bPlus b₁ b₂) + number (aMinus a₁ a₂) (bMinus b₁ b₂) :=
  ⟨circular_independent h, (angMom_eq h.cross).2, number_sum a₁ b₁ a₂ b₂⟩

/-- For two independent modes, `[L, b₊] = b₊` and `[L, b₋] = -b₋`. -/
theorem angMom_ladder {a₁ b₁ a₂ b₂ : A} (h : Independent a₁ b₁ a₂ b₂) :
    angMom a₁ b₁ a₂ b₂ * bPlus b₁ b₂ - bPlus b₁ b₂ * angMom a₁ b₁ a₂ b₂ = bPlus b₁ b₂ ∧
    angMom a₁ b₁ a₂ b₂ * bMinus b₁ b₂ - bMinus b₁ b₂ * angMom a₁ b₁ a₂ b₂
      = -bMinus b₁ b₂ := by
  -- a difference of number operators of independent modes, commuted with each creator
  have key : ∀ P Q R S : A, Independent P Q R S →
      (Q * P - S * R) * Q - Q * (Q * P - S * R) = Q ∧
      (Q * P - S * R) * S - S * (Q * P - S * R) = -S := by
    intro P Q R S hh
    obtain ⟨⟨_, hQS, hPS, hRQ⟩, h₁, h₂⟩ := hh
    constructor
    · calc (Q * P - S * R) * Q - Q * (Q * P - S * R)
          = Q * (P * Q - Q * P) - S * (R * Q) + (Q * S) * R := by noncomm_ring
        _ = Q * 1 - S * (Q * R) + (S * Q) * R := by rw [h₁, hRQ, hQS]
        _ = Q := by noncomm_ring
    · calc (Q * P - S * R) * S - S * (Q * P - S * R)
          = Q * (P * S) - (S * Q) * P - S * (R * S - S * R) := by noncomm_ring
        _ = Q * (S * P) - (Q * S) * P - S * 1 := by rw [h₂, hPS, ← hQS]
        _ = -S := by noncomm_ring
  rw [(angMom_eq h.cross).2]
  exact key _ _ _ _ (circular_independent h)

/-- With creators `bⱼ = aⱼ†`, the circular creators are the adjoints of the circular
annihilators, and the quadratures of a mode are self-adjoint. -/
theorem adjoints [StarRing A] [StarModule ℂ A] (a₁ a₂ a : A) :
    star (aPlus a₁ a₂) = bPlus (star a₁) (star a₂) ∧
    star (aMinus a₁ a₂) = bMinus (star a₁) (star a₂) ∧
    star (xQuad a (star a)) = xQuad a (star a) ∧
    star (pQuad a (star a)) = pQuad a (star a) := by
  have hs : star invSqrt2 = invSqrt2 := by simp [invSqrt2]
  have hI : star I = -I := Complex.conj_I
  refine ⟨?_, ?_, ?_, ?_⟩ <;>
    simp only [aPlus, bPlus, aMinus, bMinus, xQuad, pQuad, star_smul, star_add, star_sub,
      star_star, hs, hI] <;>
    module

/-- The partial derivative `∂/∂zⱼ` on complex polynomials in two variables. -/
def der (j : Fin 2) : Module.End ℂ (MvPolynomial (Fin 2) ℂ) :=
  (pderiv j : Derivation ℂ (MvPolynomial (Fin 2) ℂ) (MvPolynomial (Fin 2) ℂ)).toLinearMap

/-- Multiplication by `zⱼ` on complex polynomials in two variables. -/
def mulX (j : Fin 2) : Module.End ℂ (MvPolynomial (Fin 2) ℂ) :=
  LinearMap.mulLeft ℂ (X j)

/-- On polynomials in two variables, `aⱼ = ∂/∂zⱼ` and `bⱼ = zⱼ` are independent modes. -/
theorem independent_witness : Independent (der 0) (mulX 0) (der 1) (mulX 1) := by
  have h10 : (1 : Fin 2) ≠ 0 := by decide
  have hX : ∀ i j k : Fin 2,
      pderiv i (pderiv j (X k : MvPolynomial (Fin 2) ℂ)) = 0 := by
    intro i j k
    by_cases h : k = j
    · rw [h, pderiv_X_self]; simp
    · rw [pderiv_X_of_ne h, map_zero]
  have hd : ∀ (j : Fin 2) (p : MvPolynomial (Fin 2) ℂ), der j p = pderiv j p :=
    fun _ _ => rfl
  have hm : ∀ (j : Fin 2) (p : MvPolynomial (Fin 2) ℂ), mulX j p = X j * p := by
    intro j p
    simp [mulX]
  refine ⟨⟨?_, ?_, ?_, ?_⟩, ?_, ?_⟩ <;> refine LinearMap.ext fun p => ?_ <;>
    simp only [Module.End.mul_apply, LinearMap.sub_apply, Module.End.one_apply, hd, hm]
  · -- partial derivatives commute
    induction p using MvPolynomial.induction_on with
    | C c => simp
    | add p q hp hq => simp only [map_add, hp, hq]
    | mul_X p n hp => simp only [pderiv_mul, map_add, hX, hp]; ring
  · ring
  · rw [pderiv_mul, pderiv_X_of_ne h10]; ring
  · rw [pderiv_mul, pderiv_X_of_ne h10.symm]; ring
  · rw [pderiv_mul, pderiv_X_self]; ring
  · rw [pderiv_mul, pderiv_X_self]; ring

end

end CircularModes
```

```lean
#print axioms CircularModes.circular_independent
#print axioms CircularModes.circular_decomposition
#print axioms CircularModes.angMom_ladder
#print axioms CircularModes.adjoints
```

```
'CircularModes.circular_independent' depends on axioms: [propext, Classical.choice, Quot.sound]
'CircularModes.circular_decomposition' depends on axioms: [propext, Classical.choice, Quot.sound]
'CircularModes.angMom_ladder' depends on axioms: [propext, Classical.choice, Quot.sound]
'CircularModes.adjoints' depends on axioms: [propext, Classical.choice, Quot.sound]
```

## Modes, quadratures and number operators in an algebra

The operators are elements of `A`, an associative unital algebra over $\mathbb{C}$ (`Ring A`, `Algebra ℂ A`). Operator products are written `*`, multiplication by a complex number is `•`, and `I` is the imaginary unit. A commutator $[u,v] = uv - vu$ is always spelled out as a difference of products.

Mode $j = 1, 2$ is a pair $(a_j, b_j)$ of an annihilator and a creator. The creator is a separate element of `A`, and the identification $b_j = a_j^\dagger$ enters only in `adjoints`. Two conditions are postulated. `CrossCommute` has four fields, `aa`, `bb`, `ab`, `ba`, which read
$$[a_1,a_2] = [b_1,b_2] = [a_1,b_2] = [a_2,b_1] = 0 .$$
They express that the two modes are separate degrees of freedom, as motion along two perpendicular axes is. `Independent` adds `ccr₁` and `ccr₂`, that is $[a_1,b_1] = [a_2,b_2] = 1$, the canonical commutation relation of each mode in its dimensionless form.

For a mode $(a,b)$ the definitions `xQuad`, `pQuad` and `number` give
$$x = \frac{a+b}{\sqrt2}, \qquad p = \frac{i(b-a)}{\sqrt2}, \qquad N = ba ,$$
with `invSqrt2` the complex number $1/\sqrt2$; $x_j, p_j, N_j$ belong to mode $j$. `angMom` is $L = x_1p_2 - x_2p_1$. The circular operators `aPlus`, `aMinus`, `bPlus`, `bMinus` are
$$a_\pm = \frac{a_1 \mp i a_2}{\sqrt2}, \qquad b_\pm = \frac{b_1 \pm i b_2}{\sqrt2},$$
and $N_\pm = b_\pm a_\pm$ appears as `number (aPlus a₁ a₂) (bPlus b₁ b₂)` and its partner.

The main theorem, `circular_decomposition`, assumes `Independent a₁ b₁ a₂ b₂` and concludes three things: $(a_+,b_+)$ and $(a_-,b_-)$ satisfy `Independent`, $L = N_+ - N_-$, and $N_1 + N_2 = N_+ + N_-$. Its ingredients need different amounts of input. `number_sum` holds for any four elements of `A`. `angMom_eq` needs `CrossCommute` alone and also gives the form $L = i(b_2a_1 - b_1a_2)$. `circular_independent` uses all six relations. Under `Independent`, `angMom_ladder` states $[L,b_+] = b_+$ and $[L,b_-] = -b_-$, and for one mode with $[a,b]=1$, `quadrature_ccr` states $[x,p] = i$.

## Units, sign convention and physical scope

The quadratures are dimensionless. For a particle of mass $m$ in a well of angular frequency $\omega$, the physical coordinates are $X_j = \ell x_j$ and $P_j = \hbar p_j/\ell$ with oscillator length $\ell = \sqrt{\hbar/m\omega}$, so $X_1P_2 - X_2P_1 = \hbar L$. This identification needs the same $\ell$ for both modes. With different lengths $\ell_1 \ne \ell_2$ the ratios $\ell_1/\ell_2$ and $\ell_2/\ell_1$ multiply the two terms, and `angMom` is no longer the physical angular momentum.

The sign convention is fixed by `angMom_ladder`. The creator $b_+ \propto b_1 + i b_2$, with the same pattern as $x_1 + i x_2$, raises $L$ by one unit, while its annihilator $a_+$ carries $-i$.

In the harmonic, isotropic approximation the result labels the states of a doubly degenerate bending vibration of a linear molecule, or of one electron in a parabolic two-dimensional well, by the numbers $n_+, n_-$ of circular quanta: the energy is $\hbar\omega(n_+ + n_- + 1)$ and the angular momentum $\hbar(n_+ - n_-)$. The theorems supply the operator identities for this and contain no Hamiltonian, vacuum, inner product or spectrum; adjoints are the abstract `star`, without domains. In Schwinger's two-boson description of angular momentum, $(N_+ - N_-)/2$ is one of three generators of $su(2)$; the other two and their commutators are not treated in the file, and $L$ is the single rotation generator of the plane.

The split of hypotheses matters in a numerical basis. Finite matrices of nonzero size cannot satisfy $[a,b]=1$, because the left side has trace zero and the right side does not. If each mode is truncated separately and the two are joined by a tensor product, cross commutation survives, and that is all `angMom_eq` asks for; `circular_independent` and `angMom_ladder` do not apply to such matrices. The statements on units, spectra and truncation, and the one-quantum example at the end, are ordinary reasoning around the theorems and are not themselves theorems of the file.

## Expanding the number operators and $L$

Every quadrature and every circular annihilator or creator carries a factor $1/\sqrt2$, so each product of two of them carries $1/2$. `invSqrt2_mul` states this once, $(u/\sqrt2)(v/\sqrt2) = \tfrac12 uv$ for all $u,v$ in `A`, and `I_smul_I_smul` states $i(iu) = -u$. With them no square root and no $i^2$ is left in an expanded expression.

For one mode, $[a,a] = [b,b] = 0$ gives
$$[x,p] = \tfrac{i}{2}[a+b,\,b-a] = \tfrac{i}{2}\big([a,b] - [b,a]\big) = i[a,b] = i .$$
In `quadrature_ccr` the hypothesis is first turned into the rewrite rule `a * b = b * a + 1`. One `simp only` unfolds the definitions and collects the factor $\tfrac12$, a second distributes the products and applies the rule, and `module` compares the complex coefficients of the remaining monomials $aa$, $ba$, $bb$ and $1$. The other expansions follow the same three stages.

For the circular numbers, keeping the order of factors,
$$N_+ = \tfrac12(b_1 + ib_2)(a_1 - ia_2) = \tfrac12\big(b_1a_1 - i\,b_1a_2 + i\,b_2a_1 + b_2a_2\big),$$
$$N_- = \tfrac12(b_1 - ib_2)(a_1 + ia_2) = \tfrac12\big(b_1a_1 + i\,b_1a_2 - i\,b_2a_1 + b_2a_2\big).$$
The $b_2a_2$ terms have coefficient $-i^2 = 1$. In the sum the mixed terms cancel and in the difference the diagonal ones do:
$$N_+ + N_- = N_1 + N_2, \qquad N_+ - N_- = i(b_2a_1 - b_1a_2).$$
No factor was moved past another, so `number_sum` has no hypothesis, and the last part of `angMom_eq` uses none of the four commutations.

For the angular momentum,
$$x_1p_2 = \tfrac{i}{2}\big(a_1b_2 - a_1a_2 + b_1b_2 - b_1a_2\big), \qquad x_2p_1 = \tfrac{i}{2}\big(a_2b_1 - a_2a_1 + b_2b_1 - b_2a_1\big),$$
$$L = \tfrac{i}{2}\big(a_1b_2 + b_2a_1 - b_1a_2 - a_2b_1 - [a_1,a_2] + [b_1,b_2]\big).$$
The two commutators vanish, $a_1b_2 = b_2a_1$ and $a_2b_1 = b_1a_2$, so $L = i(b_2a_1 - b_1a_2)$, which equals $N_+ - N_-$. This is the step `hL`, in which `haa`, `hbb`, `hab`, `hba` act as rewrite rules from left to right. No product within a single mode occurs in $L$, so the relations $[a_j,b_j]=1$ are never called on.

## The six relations of the circular modes

Bilinearity of the commutator gives, in the order of the fields of `Independent`,
$$[a_+,a_-] = \tfrac12\big(i[a_1,a_2] - i[a_2,a_1]\big) = i[a_1,a_2] = 0,$$
$$[b_+,b_-] = \tfrac12\big(-i[b_1,b_2] + i[b_2,b_1]\big) = -i[b_1,b_2] = 0,$$
$$[a_+,b_-] = \tfrac12\big([a_1,b_1] - i[a_1,b_2] - i[a_2,b_1] - [a_2,b_2]\big) = \tfrac12(1-1) = 0,$$
$$[a_-,b_+] = \tfrac12\big([a_1,b_1] + i[a_1,b_2] + i[a_2,b_1] - [a_2,b_2]\big) = \tfrac12(1-1) = 0,$$
$$[a_+,b_+] = \tfrac12\big([a_1,b_1] + i[a_1,b_2] - i[a_2,b_1] + [a_2,b_2]\big) = \tfrac12(1+1) = 1,$$
$$[a_-,b_-] = \tfrac12\big([a_1,b_1] - i[a_1,b_2] + i[a_2,b_1] + [a_2,b_2]\big) = \tfrac12(1+1) = 1 .$$
The mixed relations $[a_\pm,b_\mp]=0$ come from a cancellation between the two canonical commutators, so cross commutation of the circular modes already draws on `ccr₁` and `ccr₂`. `circular_independent` opens six goals and runs one script on all of them. The rules `e₁`, `e₂`, `hab`, `hba` move each creator to the left of each annihilator, which is normal ordering, `haa` and `hbb` fix an order among like operators, and `module` matches coefficients. `circular_decomposition` is then the triple of `circular_independent h`, `(angMom_eq h.cross).2` and `number_sum`.

## Circular creators as ladder operators for $L$

With $L = b_+a_+ - b_-a_-$,
$$[b_+a_+,\,b_+] = b_+(a_+b_+ - b_+a_+) = b_+, \qquad [b_-a_-,\,b_+] = b_-a_-b_+ - b_+b_-a_- = 0,$$
where the second uses $a_-b_+ = b_+a_-$ and then $b_-b_+ = b_+b_-$. Hence $[L,b_+] = b_+$. Exchanging the labels gives $[b_-a_-,b_-] = b_-$ and $[b_+a_+,b_-] = 0$, hence $[L,b_-] = -b_-$.

The proof isolates this as `key`, valid for any independent modes $(P,Q)$ and $(R,S)$, later taken as $(a_+,b_+)$ and $(a_-,b_-)$. In each `calc` block, `noncomm_ring` regroups the commutator so that $PQ - QP$ (or $RS - SR$) and the cross products stand in brackets, `rw` inserts the relations, and `noncomm_ring` cancels what remains.

## Adjoints

When `A` carries a conjugate-linear, product-reversing involution `star` (`StarRing A`, `StarModule ℂ A`), written $\dagger$, then $1/\sqrt2$ is real (`hs`) and $i$ changes sign (`hI`), so
$$a_\pm^\dagger = \frac{a_1^\dagger \pm i a_2^\dagger}{\sqrt2}, \qquad x^\dagger = \frac{a^\dagger + a}{\sqrt2} = x, \qquad p^\dagger = \frac{-i(a - a^\dagger)}{\sqrt2} = p .$$
These are the four parts of `adjoints`, with $x$ and $p$ built from the pair $(a, a^\dagger)$. No commutation relation is assumed. The theorem shows that the signs chosen in `bPlus` and `bMinus` are the ones that make $b_\pm = a_\pm^\dagger$ when $b_j = a_j^\dagger$.

## Polynomials in two variables and the one-quantum level

`independent_witness` realises `Independent` in the algebra of linear maps on complex polynomials in two variables. Lean indexes the variables by `Fin 2`, so they are $z_0$ and $z_1$ (`X 0`, `X 1`), with $\partial_j = \partial/\partial z_j$. Mode 1 is $a_1 = \partial_0$, $b_1 = z_0$ (`der 0`, `mulX 0`) and mode 2 is $a_2 = \partial_1$, $b_2 = z_1$. For a polynomial $f$ the product rule gives $\partial_j(z_jf) - z_j\partial_jf = f$ and $\partial_0(z_1f) = z_1\partial_0f$, likewise with the indices exchanged; these are the four `pderiv_mul` lines. The multiplications commute by `ring`. That $\partial_0\partial_1 = \partial_1\partial_0$ is shown by induction over constants, sums and multiplication by a variable, with `hX` removing second derivatives of a single variable. The theorem concerns the commutation relations only and puts no `star` on this algebra.

The smallest nontrivial level can be read off here. The operator is $L = i(z_1\partial_0 - z_0\partial_1)$, and the constant polynomial $1$, killed by both annihilators, has $L\,1 = 0$. At one quantum the Cartesian states are not eigenvectors, since $Lz_0 = iz_1$ and $Lz_1 = -iz_0$. The circular states $b_\pm 1 = (z_0 \pm iz_1)/\sqrt2$, normalised if $z_0$ and $z_1$ are taken as orthonormal, satisfy
$$L\,\frac{z_0 \pm iz_1}{\sqrt2} = \frac{iz_1 \pm z_0}{\sqrt2} = \pm\frac{z_0 \pm iz_1}{\sqrt2},$$
in agreement with $(n_+,n_-) = (1,0)$ and $(0,1)$, and $N_1 + N_2 = z_0\partial_0 + z_1\partial_1$ has the value $1$ on both.
